# Chernoff bounds for the energy tails of a finite Gibbs state

## When a sample contains no rare energies

Suppose that energies are drawn from a thermal state, and that the probability of an energy above some threshold is wanted. If that probability is far below one over the number of samples, the run will most likely contain no such energy. The estimate is then zero, and it doesn't tell $10^{-8}$ from $10^{-80}$. Chebyshev's inequality gives an upper limit from the mean and the variance, but it falls only as the inverse square of the distance from the mean.

A ratio of partition functions at two temperatures gives an exponential bound. For a quantum system with finitely many energy levels, it limits the probability that an energy measurement in the thermal state gives a value in either tail.

## The two bounds

Let $E_i$ be the energies of a finite nonempty spectrum, with one index $i$ per state, so that a degenerate level appears several times. Write $b$ for the inverse temperature, usually called $\beta=1/k_BT$, and define

$$Z(b)=\sum_i e^{-bE_i},\qquad p_i(b)=\frac{e^{-bE_i}}{Z(b)},\qquad U(b)=\sum_i p_i(b)E_i .$$

Let $P_b$ denote the probability under the weights $p_i(b)$. For real $b$ and $a$ and every $s\ge 0$,

$$P_b(E\ge a)\le e^{-sa}\frac{Z(b-s)}{Z(b)},\qquad P_b(E\le a)\le e^{sa}\frac{Z(b+s)}{Z(b)} .$$

The shift $s$ has the unit of an inverse energy and can be chosen freely. Since the spectrum is finite, $b-s$ may be zero or negative.

## Derivation by tilting the weights

Average $e^{s(E-a)}$ in the Gibbs state. For any real $s$,

$$\sum_i p_i(b)\,e^{s(E_i-a)}=\frac{e^{-sa}}{Z(b)}\sum_i e^{-(b-s)E_i}=e^{-sa}\frac{Z(b-s)}{Z(b)}=:B(s).$$

Now let $s\ge0$. If $E_i\ge a$, then $e^{s(E_i-a)}\ge1$; if $E_i<a$, the exponential is still positive. In both cases level $i$ contributes no more to $P_b(E\ge a)$ than to $B(s)$, and summing over $i$ gives the upper-tail bound. For the lower tail, replace $s$ by $-s$ in the identity: $e^{-s(E_i-a)}$ is at least one when $E_i\le a$ and positive otherwise.

**Equality.** Let $s>0$. As the comparison holds term by term, the sums agree only if all terms agree. A level below $a$ would give zero on one side and a positive number on the other, so there is none. A level in the tail needs $e^{s(E_i-a)}=1$, hence $E_i=a$. Conversely, if all levels lie at $a$, both sides equal one.

**The best shift.** Suppose that $U(b-s)=a$, and let $t$ be any real number. Averaging $e^x\ge1+x$ with $x=(t-s)(E_i-a)$ in the state at $b-s$ gives

$$e^{-(t-s)a}\frac{Z(b-t)}{Z(b-s)}\ge1+(t-s)\bigl(U(b-s)-a\bigr)=1 .$$

Multiplication by $B(s)$ gives $B(t)\ge B(s)$.

**Relative entropy.** Let $D=\sum_i p_i(b-s)\ln[p_i(b-s)/p_i(b)]$. Since $\ln p_i(c)=-cE_i-\ln Z(c)$ for every real $c$,

$$D=s\,U(b-s)+\ln Z(b)-\ln Z(b-s).$$

Thus $e^{-D}=B(s)$ at $a=U(b-s)$, and for $s\ge0$ we have $P_b(E\ge U(b-s))\le e^{-D}$. In reweighting between two temperatures of a finite-level model, this limits the expected fraction of samples at $b$ that reach the mean energy of the hotter state at $b-s$ (for $0<s<b$).

**Copies.** For $N$ non-interacting copies, a joint state is a list $x=(x_k)$ with energy $\sum_kE_{x_k}$. The partition function of the joint system at inverse temperature $c$ is

$$\sum_x\prod_k e^{-cE_{x_k}}=Z(c)^N .$$

With the threshold $Na$, the upper-tail bound becomes $B(s)^N$.

## A negative shift can break the bound

Take one level at $E=1$ and the threshold $a=0$. Then $P_b(E\ge0)=1$, while $B(s)=e^{-(b-s)}/e^{-b}=e^{s}$. This is below one for every $s<0$, so no negative shift is admissible for all spectra and thresholds.

## Spectra, weights and tails in Lean

The spectrum is a function `E : ι → ℝ` on a finite type `ι`, and `[Nonempty ι]` says that there is at least one state. `Z E b`, `gibbs E b i` and `meanEnergy E b` are $Z(b)$, $p_i(b)$ and $U(b)$. The tails `probGe E b a` and `probLe E b a` are sums in which levels outside the tail contribute zero; both include a level exactly at $a$. In `relEntropy E c b` the state at `c` supplies the averaging weights, and the logarithm is natural.

The theorem `chernoff` states the two bounds together, for all real `b` and `a` and under the hypothesis `0 ≤ s`. `chernoff_eq_iff` treats equality in the upper-tail bound for `0 < s`. In `chernoff_optimal` the condition `meanEnergy E (b - s) = a` is assumed: a suitable `s` need not exist, for instance when $a$ lies above the highest level. That theorem compares the expression $B$ at all real shifts, whereas $B(s)$ is guaranteed to bound the upper tail only for $s\ge0$; for $s\le0$ it is the lower-tail bound with shift $-s$.

In `chernoff_copies` the joint states are the functions `Fin N → ι`. The copies are therefore distinguishable, with no symmetrisation for bosons or fermions. For $N=0$ both sides are one.

The step from this model to a quantum system is the diagonalisation of its Hamiltonian: the numbers $E_i$ must be the eigenvalues, repeated by multiplicity. If they come from a truncated basis, the bounds hold for the truncated spectrum. For an infinite spectrum unbounded above, $Z(b-s)$ can diverge.

## The complete Lean file

```lean
import Mathlib

noncomputable section

namespace GibbsChernoff

variable {ι : Type*} [Fintype ι]

/-- The partition function of the spectrum `E` at inverse temperature `b`. -/
def Z (E : ι → ℝ) (b : ℝ) : ℝ := ∑ i, Real.exp (-b * E i)

/-- The Gibbs probability of level `i` at inverse temperature `b`, for a nonempty spectrum. -/
def gibbs (E : ι → ℝ) (b : ℝ) (i : ι) : ℝ := Real.exp (-b * E i) / Z E b

/-- The Gibbs probability that the energy is at least `a`. -/
def probGe (E : ι → ℝ) (b a : ℝ) : ℝ := ∑ i, if a ≤ E i then gibbs E b i else 0

/-- The Gibbs probability that the energy is at most `a`. -/
def probLe (E : ι → ℝ) (b a : ℝ) : ℝ := ∑ i, if E i ≤ a then gibbs E b i else 0

/-- The mean energy in the Gibbs state at inverse temperature `b`. -/
def meanEnergy (E : ι → ℝ) (b : ℝ) : ℝ := ∑ i, gibbs E b i * E i

/-- The relative entropy of the Gibbs state at `c` with respect to the Gibbs state at `b`,
for a nonempty spectrum. -/
def relEntropy (E : ι → ℝ) (c b : ℝ) : ℝ :=
  ∑ i, gibbs E c i * Real.log (gibbs E c i / gibbs E b i)

/-- The partition function of a nonempty spectrum is positive. -/
theorem Z_pos [Nonempty ι] (E : ι → ℝ) (b : ℝ) : 0 < Z E b :=
  Finset.sum_pos (fun _ _ => Real.exp_pos _) Finset.univ_nonempty

/-- Every level of a nonempty spectrum has positive Gibbs probability. -/
theorem gibbs_pos [Nonempty ι] (E : ι → ℝ) (b : ℝ) (i : ι) : 0 < gibbs E b i :=
  div_pos (Real.exp_pos _) (Z_pos E b)

/-- The Gibbs probabilities of a nonempty spectrum sum to one. -/
theorem gibbs_sum [Nonempty ι] (E : ι → ℝ) (b : ℝ) : ∑ i, gibbs E b i = 1 := by
  unfold gibbs
  rw [← Finset.sum_div]
  exact div_self (Z_pos E b).ne'

/-- The Gibbs average of `exp (s (E - a))` is a ratio of partition functions at the
inverse temperatures `b - s` and `b`, times `exp (-s a)`. -/
theorem average_exp (E : ι → ℝ) (b s a : ℝ) :
    ∑ i, gibbs E b i * Real.exp (s * (E i - a))
      = Real.exp (-s * a) * Z E (b - s) / Z E b := by
  have h : ∀ i, gibbs E b i * Real.exp (s * (E i - a))
      = Real.exp (-s * a) * Real.exp (-(b - s) * E i) / Z E b := by
    intro i
    unfold gibbs
    rw [div_mul_eq_mul_div, ← Real.exp_add, ← Real.exp_add]
    congr 2
    ring
  calc _ = ∑ i, Real.exp (-s * a) * Real.exp (-(b - s) * E i) / Z E b :=
        Finset.sum_congr rfl fun i _ => h i
    _ = Real.exp (-s * a) * (∑ i, Real.exp (-(b - s) * E i)) / Z E b := by
        rw [Finset.mul_sum, Finset.sum_div]
    _ = _ := rfl

/-- For `s ≥ 0`, the contribution of each level to the probability of `E ≥ a` is at most
its contribution to the Gibbs average of `exp (s (E - a))`. -/
theorem step_le_exp [Nonempty ι] (E : ι → ℝ) (b a : ℝ) {s : ℝ} (hs : 0 ≤ s) (i : ι) :
    (if a ≤ E i then gibbs E b i else 0) ≤ gibbs E b i * Real.exp (s * (E i - a)) := by
  split_ifs with h
  · exact le_mul_of_one_le_right (gibbs_pos E b i).le
      (Real.one_le_exp (mul_nonneg hs (sub_nonneg.2 h)))
  · exact (mul_pos (gibbs_pos E b i) (Real.exp_pos _)).le

/-- **Chernoff bounds for the Gibbs state.** For a finite nonempty spectrum and `s ≥ 0`, both energy
tails are bounded by `exp (-s a)` (upper tail) or `exp (s a)` (lower tail) times the ratio of the
partition functions at the shifted (`b - s` or `b + s`) and the original inverse temperature. -/
theorem chernoff [Nonempty ι] (E : ι → ℝ) (b a : ℝ) {s : ℝ} (hs : 0 ≤ s) :
    probGe E b a ≤ Real.exp (-s * a) * Z E (b - s) / Z E b ∧
    probLe E b a ≤ Real.exp (s * a) * Z E (b + s) / Z E b := by
  constructor
  · rw [← average_exp]
    exact Finset.sum_le_sum fun i _ => step_le_exp E b a hs i
  · -- the lower tail uses the exponential with the opposite sign
    have key := average_exp E b (-s) a
    rw [neg_neg, sub_neg_eq_add] at key
    rw [← key]
    refine Finset.sum_le_sum fun i _ => ?_
    split_ifs with h
    · exact le_mul_of_one_le_right (gibbs_pos E b i).le
        (Real.one_le_exp (by nlinarith [mul_nonneg hs (sub_nonneg.2 h)]))
    · exact (mul_pos (gibbs_pos E b i) (Real.exp_pos _)).le

/-- For `s > 0` and a nonempty spectrum, the upper-tail bound is an equality exactly when
all levels have energy `a`. -/
theorem chernoff_eq_iff [Nonempty ι] (E : ι → ℝ) (b a : ℝ) {s : ℝ} (hs : 0 < s) :
    probGe E b a = Real.exp (-s * a) * Z E (b - s) / Z E b ↔ ∀ i, E i = a := by
  rw [← average_exp]
  unfold probGe
  rw [Finset.sum_eq_sum_iff_of_le fun i _ => step_le_exp E b a hs.le i]
  constructor
  · intro h i
    have hi := h i (Finset.mem_univ i)
    have hg := gibbs_pos E b i
    split_ifs at hi with hc
    · -- a level in the tail must have exponential factor one
      have h1 : Real.exp (s * (E i - a)) = 1 :=
        mul_left_cancel₀ hg.ne' (by rw [← hi, mul_one])
      rcases mul_eq_zero.1 (Real.exp_eq_one_iff _ |>.1 h1) with h0 | h0
      · exact absurd h0 hs.ne'
      · linarith
    · exact absurd hi (mul_pos hg (Real.exp_pos _)).ne
  · intro h i _
    simp [h i]

/-- For a nonempty spectrum, the upper-tail expression is smallest at any shift `s` for which the
mean energy at inverse temperature `b - s` equals `a`. -/
theorem chernoff_optimal [Nonempty ι] (E : ι → ℝ) (b a s : ℝ)
    (h : meanEnergy E (b - s) = a) (t : ℝ) :
    Real.exp (-s * a) * Z E (b - s) / Z E b ≤ Real.exp (-t * a) * Z E (b - t) / Z E b := by
  -- average `1 + x ≤ exp x` in the Gibbs state at `b - s`
  have h1 : 1 ≤ Real.exp (-(t - s) * a) * Z E (b - s - (t - s)) / Z E (b - s) := by
    rw [← average_exp]
    calc (1 : ℝ) = ∑ i, gibbs E (b - s) i * ((t - s) * (E i - a) + 1) := by
          have h2 : ∀ i, gibbs E (b - s) i * ((t - s) * (E i - a) + 1)
              = (t - s) * (gibbs E (b - s) i * E i)
                + (1 - (t - s) * a) * gibbs E (b - s) i := by
            intro i
            ring
          have h3 : ∑ i, gibbs E (b - s) i * E i = a := h
          rw [Finset.sum_congr rfl (fun i _ => h2 i), Finset.sum_add_distrib,
            ← Finset.mul_sum, ← Finset.mul_sum, gibbs_sum, h3]
          ring
      _ ≤ _ := Finset.sum_le_sum fun i _ =>
          mul_le_mul_of_nonneg_left (Real.add_one_le_exp _) (gibbs_pos E (b - s) i).le
  rw [show b - s - (t - s) = b - t by ring, le_div_iff₀ (Z_pos E (b - s)), one_mul] at h1
  refine div_le_div_of_nonneg_right ?_ (Z_pos E b).le
  calc _ ≤ Real.exp (-s * a) * (Real.exp (-(t - s) * a) * Z E (b - t)) :=
        mul_le_mul_of_nonneg_left h1 (Real.exp_pos _).le
    _ = _ := by
        rw [← mul_assoc, ← Real.exp_add]
        congr 2
        ring

/-- For a nonempty spectrum and `s ≥ 0`, the probability at `b` of an energy at least the mean
energy at `b - s` is at most `exp (-D)`, with `D` the relative entropy of the Gibbs state at
`b - s` with respect to that at `b`. -/
theorem tail_le_exp_relEntropy [Nonempty ι] (E : ι → ℝ) (b : ℝ) {s : ℝ} (hs : 0 ≤ s) :
    probGe E b (meanEnergy E (b - s)) ≤ Real.exp (-relEntropy E (b - s) b) := by
  have hlog : ∀ c i, Real.log (gibbs E c i) = -c * E i - Real.log (Z E c) := by
    intro c i
    unfold gibbs
    rw [Real.log_div (Real.exp_pos _).ne' (Z_pos E c).ne', Real.log_exp]
  have hD : relEntropy E (b - s) b
      = s * meanEnergy E (b - s) + (Real.log (Z E b) - Real.log (Z E (b - s))) := by
    have h2 : ∀ i, gibbs E (b - s) i * Real.log (gibbs E (b - s) i / gibbs E b i)
        = s * (gibbs E (b - s) i * E i)
          + (Real.log (Z E b) - Real.log (Z E (b - s))) * gibbs E (b - s) i := by
      intro i
      rw [Real.log_div (gibbs_pos E _ i).ne' (gibbs_pos E _ i).ne', hlog, hlog]
      ring
    unfold relEntropy meanEnergy
    rw [Finset.sum_congr rfl (fun i _ => h2 i), Finset.sum_add_distrib,
      ← Finset.mul_sum, ← Finset.mul_sum, gibbs_sum, mul_one]
  refine (chernoff E b _ hs).1.trans_eq ?_
  rw [hD, show -(s * meanEnergy E (b - s) + (Real.log (Z E b) - Real.log (Z E (b - s))))
      = -s * meanEnergy E (b - s) + Real.log (Z E (b - s)) - Real.log (Z E b) by ring,
    Real.exp_sub, Real.exp_add, Real.exp_log (Z_pos E _), Real.exp_log (Z_pos E _)]

/-- For `N` non-interacting copies of a system with nonempty spectrum and `s ≥ 0`, the
probability of a total energy at least `N a` is at most the `N`-th power of the one-copy bound. -/
theorem chernoff_copies [Nonempty ι] (E : ι → ℝ) (b a : ℝ) {s : ℝ} (hs : 0 ≤ s) (N : ℕ) :
    probGe (fun x : Fin N → ι => ∑ k, E (x k)) b (N * a)
      ≤ (Real.exp (-s * a) * Z E (b - s) / Z E b) ^ N := by
  -- the partition function of independent copies factorises
  have hZ : ∀ c, Z (fun x : Fin N → ι => ∑ k, E (x k)) c = Z E c ^ N := by
    intro c
    unfold Z
    rw [Fintype.sum_pow]
    refine Finset.sum_congr rfl fun x _ => ?_
    rw [Finset.mul_sum, Real.exp_sum]
  have h := (chernoff (fun x : Fin N → ι => ∑ k, E (x k)) b (N * a) hs).1
  rw [hZ, hZ, show -s * (N * a) = N * (-s * a) by ring, Real.exp_nat_mul] at h
  rwa [div_pow, mul_pow]

end GibbsChernoff
```

```lean
#print axioms GibbsChernoff.chernoff
-- 'GibbsChernoff.chernoff' depends on axioms: [propext, Classical.choice, Quot.sound]
#print axioms GibbsChernoff.chernoff_optimal
-- 'GibbsChernoff.chernoff_optimal' depends on axioms: [propext, Classical.choice, Quot.sound]
#print axioms GibbsChernoff.tail_le_exp_relEntropy
-- 'GibbsChernoff.tail_le_exp_relEntropy' depends on axioms: [propext, Classical.choice, Quot.sound]
#print axioms GibbsChernoff.chernoff_copies
-- 'GibbsChernoff.chernoff_copies' depends on axioms: [propext, Classical.choice, Quot.sound]
```

## How the lemmas carry the argument

`Z_pos`, `gibbs_pos` and `gibbs_sum` establish that the weights form a probability distribution with no zero entries. `average_exp` is the tilting identity. Its inner statement `h` combines the exponentials for one level, with `ring` matching the exponents; the `calc` block then takes the constant factors out of the sum.

`step_le_exp` is the comparison for a single level. The tactic `split_ifs` separates levels inside the tail, where the exponential is at least one, from those outside, where positivity suffices. In `chernoff`, the right-hand side is rewritten as an average and `Finset.sum_le_sum` adds up the comparisons. The second half uses `average_exp` at `-s` and repeats the case distinction with the inequality reversed.

For `chernoff_eq_iff`, the lemma `Finset.sum_eq_sum_iff_of_le` turns equality of the sums into equality of every term. Cancelling the positive weight leaves an exponential equal to one, so its exponent vanishes; as `s` is nonzero, the level lies at `a`.

In `chernoff_optimal`, `h1` is the averaged inequality $e^x\ge1+x$, taken from `Real.add_one_le_exp`. It uses `average_exp` with `b - s` as the starting inverse temperature and `t - s` as the shift. The remaining lines clear the denominator $Z(b-s)$ and restore the common factors.

`tail_le_exp_relEntropy` first computes the logarithm of a weight in `hlog` and then the formula for $D$ in `hD`. It applies `chernoff` at the threshold $U(b-s)$ and rewrites the bound as $e^{-D}$.

In `chernoff_copies`, `Fintype.sum_pow` expands the power of a sum into a sum over all lists of states, which gives the factorisation `hZ`. The upper-tail bound is then applied to the joint spectrum itself, and the powers are collected.
